# The Zeeman matrix of a Kramers pair has eigenvalues s and −s

An ion with an odd number of electrons has at least twofold degenerate levels when no magnetic field is present: a state $\psi$ and its time reverse $T\psi$ have the same energy. When a weak magnetic field is switched on, the first-order shifts of an isolated doublet are the eigenvalues of the $2\times2$ matrix of the Zeeman operator on $\psi$ and $T\psi$, with $\psi$ normalised. This operator is symmetric and changes sign under time reversal, which fixes the form of the matrix: its eigenvalues are $s$ and $-s$ for some real $s\ge 0$.

The setting is a complex inner-product space $E$ of any dimension, with $\langle x,y\rangle$ conjugate-linear in $x$ and linear in $y$, written `inner ℂ x y` in Lean.

```lean
import Mathlib

open Matrix ComplexConjugate

namespace KramersZeeman

noncomputable section

variable {E : Type*} [NormedAddCommGroup E] [InnerProductSpace ℂ E]
```

## Time reversal and time-odd operators

Time reversal is a conjugate-linear map $T$ on $E$ with

$$\langle Tx,Ty\rangle=\langle y,x\rangle,\qquad T^2=-1 .$$

The first condition preserves transition probabilities, and the exchanged order on the right reflects the complex conjugation in $T$. The second is the sign that belongs to an odd number of electrons. In the type of `T`, the label `starRingEnd ℂ` is complex conjugation, so $T(cx)=c^*\,Tx$ is built in.

```lean
/-- A conjugate-linear map is a time reversal of Kramers type if it is antiunitary and
squares to minus one. -/
structure IsKramers (T : E →ₛₗ[starRingEnd ℂ] E) : Prop where
  antiunitary : ∀ x y, inner ℂ (T x) (T y) = inner ℂ y x
  sq : ∀ x, T (T x) = -x
```

An operator $V$ is time-odd if $TV=-VT$. Angular momenta and magnetic moments behave this way, since they change sign when motion is reversed.

```lean
/-- An operator is time-odd if it anticommutes with time reversal. -/
def IsTimeOdd (T : E →ₛₗ[starRingEnd ℂ] E) (V : E →ₗ[ℂ] E) : Prop :=
  ∀ x, T (V x) = -V (T x)
```

Both maps are defined on all of $E$, so an unbounded operator with a smaller domain is not covered. There is also no unperturbed Hamiltonian: the degeneracy of $\psi$ and $T\psi$, which is the content of Kramers' theorem, is part of the physical reading and not a conclusion here.

## The matrix and its two independent entries

With rows and columns numbered 0 and 1 for $\psi$ and $T\psi$, the matrix of the perturbation is

$$M=\begin{pmatrix}\langle\psi,V\psi\rangle&\langle\psi,VT\psi\rangle\\ \langle T\psi,V\psi\rangle&\langle T\psi,VT\psi\rangle\end{pmatrix}.$$

```lean
/-- The matrix of the perturbation `V` on the pair `ψ`, `T ψ`. -/
def pairMatrix (T : E →ₛₗ[starRingEnd ℂ] E) (V : E →ₗ[ℂ] E) (ψ : E) :
    Matrix (Fin 2) (Fin 2) ℂ :=
  !![inner ℂ ψ (V ψ), inner ℂ ψ (V (T ψ)); inner ℂ (T ψ) (V ψ), inner ℂ (T ψ) (V (T ψ))]
```

Write $a=\langle\psi,V\psi\rangle$ and $c=\langle T\psi,V\psi\rangle$ for its first column. The candidate for the eigenvalue is

$$s=\sqrt{|a|^2+|c|^2}.$$

For a unit vector $\psi$ and a symmetric time-odd $V$, this is the size of the first-order energy shift of each level of an isolated doublet. The definition accepts any $\psi$; for a nonzero vector of another length, the normalised shift is $s/\|\psi\|^2$.

```lean
/-- The root of the summed squared moduli of the matrix elements of `V` from `ψ` to `ψ`
and from `ψ` to `T ψ`. -/
def shift (T : E →ₛₗ[starRingEnd ℂ] E) (V : E →ₗ[ℂ] E) (ψ : E) : ℝ :=
  √(‖inner ℂ ψ (V ψ)‖ ^ 2 + ‖inner ℂ (T ψ) (V ψ)‖ ^ 2)
```

## Orthonormality of the pair

Put $x=\psi$ and $y=T\psi$ in the antiunitarity condition:

$$\langle T\psi,T^2\psi\rangle=\langle T\psi,\psi\rangle .$$

Since $T^2\psi=-\psi$, the left side is $-\langle T\psi,\psi\rangle$. The overlap equals its own negative and is zero. With $x=y=\psi$ the same condition gives $\|T\psi\|=\|\psi\|=1$.

The order of the arguments matters. If $T$ is treated like an ordinary unitary map, with $\langle Tx,Ty\rangle=\langle x,y\rangle$, the same substitution gives $-\langle T\psi,\psi\rangle=\langle\psi,T\psi\rangle$. That says only that the overlap has no real part, and orthogonality doesn't follow.

In the proof, `h0` is the vanishing overlap and `hn` the norm of $T\psi$; the last lines check the index cases of `Orthonormal`.

```lean
variable {T : E →ₛₗ[starRingEnd ℂ] E} {V : E →ₗ[ℂ] E}

/-- A unit vector and its time reverse are orthonormal. -/
theorem pair_orthonormal (hT : IsKramers T) {ψ : E} (hψ : ‖ψ‖ = 1) :
    Orthonormal ℂ ![ψ, T ψ] := by
  -- the overlap equals its own negative
  have h0 : inner ℂ (T ψ) ψ = 0 := by
    have h := hT.antiunitary ψ (T ψ)
    rw [hT.sq, inner_neg_right] at h
    linear_combination (-1 / 2 : ℂ) * h
  have h1 : inner ℂ ψ (T ψ) = 0 := inner_eq_zero_symm.mp h0
  have hn : ‖T ψ‖ = 1 := by
    rw [norm_eq_sqrt_re_inner (𝕜 := ℂ) (T ψ), hT.antiunitary,
      ← norm_eq_sqrt_re_inner (𝕜 := ℂ) ψ, hψ]
  refine ⟨fun i => ?_, fun i j hij => ?_⟩
  · fin_cases i <;> simp [hψ, hn]
  · fin_cases i <;> fin_cases j <;> simp_all
```

## Opposite diagonal entries

Symmetry of $V$ means $\langle Vx,y\rangle=\langle x,Vy\rangle$. It gives the upper right entry,

$$\langle\psi,VT\psi\rangle=\langle V\psi,T\psi\rangle=c^* .$$

For the lower right entry, use oddness, then antiunitarity, then symmetry:

$$\langle T\psi,VT\psi\rangle=-\langle T\psi,TV\psi\rangle=-\langle V\psi,\psi\rangle=-\langle\psi,V\psi\rangle=-a .$$

Hence

$$M=\begin{pmatrix}a&c^*\\ c&-a\end{pmatrix}.$$

The facts `h01` and `h11` are these two calculations.

```lean
/-- For a symmetric time-odd perturbation the two diagonal elements are opposite and the
two off-diagonal elements are complex conjugates. -/
theorem pairMatrix_eq (hT : IsKramers T) (hV : V.IsSymmetric) (hTV : IsTimeOdd T V) (ψ : E) :
    pairMatrix T V ψ = !![inner ℂ ψ (V ψ), conj (inner ℂ (T ψ) (V ψ));
      inner ℂ (T ψ) (V ψ), -inner ℂ ψ (V ψ)] := by
  have h01 : inner ℂ ψ (V (T ψ)) = conj (inner ℂ (T ψ) (V ψ)) :=
    (hV ψ (T ψ)).symm.trans (inner_conj_symm _ _).symm
  have h11 : inner ℂ (T ψ) (V (T ψ)) = -inner ℂ ψ (V ψ) := by
    have h : V (T ψ) = -T (V ψ) := by rw [hTV ψ, neg_neg]
    rw [h, inner_neg_right, hT.antiunitary]
    exact congrArg Neg.neg (hV ψ ψ)
  rw [pairMatrix, h01, h11]
```

## Trace, determinant and eigenvalues

The trace is $a-a=0$. Symmetry also makes $a$ real, because $a^*=\langle V\psi,\psi\rangle=a$, so $a^2=|a|^2$ and

$$\det M=-a^2-|c|^2=-s^2 .$$

In Lean, `hr` is the reality of $a$ and `hs` expands $s^2$ into products of conjugates. The final `linear_combination` uses `hr` to replace $a^2$ by $a^*a$.

```lean
/-- On the pair, a symmetric time-odd perturbation has trace zero and determinant minus
the squared shift. -/
theorem pairMatrix_trace_det (hT : IsKramers T) (hV : V.IsSymmetric) (hTV : IsTimeOdd T V)
    (ψ : E) : (pairMatrix T V ψ).trace = 0 ∧
      (pairMatrix T V ψ).det = -(shift T V ψ : ℂ) ^ 2 := by
  have hr : conj (inner ℂ ψ (V ψ)) = inner ℂ ψ (V ψ) :=
    (inner_conj_symm _ _).trans (hV ψ ψ)
  have hs : (shift T V ψ : ℂ) ^ 2 = conj (inner ℂ ψ (V ψ)) * inner ℂ ψ (V ψ)
      + conj (inner ℂ (T ψ) (V ψ)) * inner ℂ (T ψ) (V ψ) := by
    rw [shift, ← Complex.ofReal_pow, Real.sq_sqrt (by positivity), Complex.ofReal_add,
      Complex.ofReal_pow, Complex.ofReal_pow, Complex.conj_mul', Complex.conj_mul']
  rw [pairMatrix_eq hT hV hTV]
  constructor
  · simp [Matrix.trace_fin_two]
  · rw [Matrix.det_fin_two_of, hs]
    linear_combination (inner ℂ ψ (V ψ)) * hr
```

The characteristic polynomial of a $2\times2$ matrix is $X^2-(\operatorname{tr}M)X+\det M$. Here it becomes

$$X^2-s^2=(X-s)(X+s),$$

so the eigenvalues are $s$ and $-s$, counted with multiplicity. The theorem states this factorisation together with orthonormality and $s\ge0$. A unit $\psi$ is required only for the orthonormality.

```lean
/-- For a unit vector `ψ`, the pair `ψ`, `T ψ` is orthonormal, and the matrix of a symmetric
time-odd perturbation on them has the eigenvalues `s` and `-s`, counted with multiplicity, where `s
≥ 0` is the shift. -/
theorem zeeman_splitting (hT : IsKramers T) (hV : V.IsSymmetric) (hTV : IsTimeOdd T V)
    {ψ : E} (hψ : ‖ψ‖ = 1) :
    Orthonormal ℂ ![ψ, T ψ] ∧ 0 ≤ shift T V ψ ∧
      (pairMatrix T V ψ).charpoly =
        (Polynomial.X - Polynomial.C (shift T V ψ : ℂ)) *
          (Polynomial.X + Polynomial.C (shift T V ψ : ℂ)) := by
  obtain ⟨ht, hd⟩ := pairMatrix_trace_det hT hV hTV ψ
  refine ⟨pair_orthonormal hT hψ, Real.sqrt_nonneg _, ?_⟩
  rw [Matrix.charpoly_fin_two, ht, hd]
  simp only [map_zero, map_neg, map_pow]
  ring
```

For an isolated doublet, to first order, the two levels therefore move by equal and opposite amounts, and the splitting is $2s$. If the unperturbed level contains further states, $M$ is only a block of the full secular matrix, and its eigenvalues need not be the shifts.

## When the splitting vanishes

Let $V$ be symmetric and time-odd, as the theorem below assumes. The number $s$ is the root of a sum of two squares. If $s=0$, then $a=c=0$, and the form of $M$ found above makes all four entries zero. Conversely, $M=0$ contains $a=c=0$ and hence $s=0$. A doublet that remains unsplit at first order thus has no first-order coupling within the pair at all.

The Lean proof follows the two directions, reading $a$ and $c$ from entries $(0,0)$ and $(1,0)$ in the second.

```lean
/-- The shift vanishes exactly when the whole matrix of the perturbation on the pair
vanishes. -/
theorem shift_eq_zero_iff (hT : IsKramers T) (hV : V.IsSymmetric) (hTV : IsTimeOdd T V)
    (ψ : E) : shift T V ψ = 0 ↔ pairMatrix T V ψ = 0 := by
  constructor
  · intro h
    have h2 := (Real.sqrt_eq_zero (by positivity)).mp h
    have ha : inner ℂ ψ (V ψ) = 0 := norm_eq_zero.mp <| pow_eq_zero_iff two_ne_zero |>.mp <| by
      linarith [sq_nonneg ‖inner ℂ ψ (V ψ)‖, sq_nonneg ‖inner ℂ (T ψ) (V ψ)‖]
    have hc : inner ℂ (T ψ) (V ψ) = 0 :=
      norm_eq_zero.mp <| pow_eq_zero_iff two_ne_zero |>.mp <| by
        linarith [sq_nonneg ‖inner ℂ ψ (V ψ)‖, sq_nonneg ‖inner ℂ (T ψ) (V ψ)‖]
    rw [pairMatrix_eq hT hV hTV, ha, hc]
    ext i j
    fin_cases i <;> fin_cases j <;> simp
  · intro h
    have ha : inner ℂ ψ (V ψ) = 0 := congrFun (congrFun h 0) 0
    have hc : inner ℂ (T ψ) (V ψ) = 0 := congrFun (congrFun h 1) 0
    simp [shift, ha, hc]
```

## Dependence on the magnetic field

For a uniform field with real components $B_k$ and a magnetic moment with components $\mu_k$, where $k=0,1,2$ stand for $x,y,z$, the Zeeman operator is

$$V=-\sum_k B_k\mu_k .$$

The moment includes its physical constants. The diamagnetic term, quadratic in the field, is left out.

```lean
/-- The Zeeman operator of a magnetic moment `μ` in a uniform field `B`. -/
def zeeman (μ : Fin 3 → E →ₗ[ℂ] E) (B : Fin 3 → ℝ) : E →ₗ[ℂ] E :=
  -∑ k, (B k : ℂ) • μ k
```

Let $M_k$ be the matrix of $\mu_k$ on the pair, and define the real tensor

$$G_{ij}=\tfrac12\operatorname{Re}\operatorname{tr}(M_iM_j).$$

```lean
/-- The real 3×3 tensor whose entries are half the real parts of the traces of products of two
moment matrices on the pair. -/
def splittingTensor (T : E →ₛₗ[starRingEnd ℂ] E) (μ : Fin 3 → E →ₗ[ℂ] E) (ψ : E) :
    Matrix (Fin 3) (Fin 3) ℝ :=
  Matrix.of fun i j => (1 / 2) * (pairMatrix T (μ i) ψ * pairMatrix T (μ j) ψ).trace.re
```

If each $\mu_k$ is symmetric and time-odd, so is $V$. Both properties use the reality of the field, since a complex coefficient would be conjugated on passing through $T$ or through the first argument of the inner product. The trace and determinant found above therefore apply to $V$. For any $2\times2$ matrix,

$$\operatorname{tr}M^2=(\operatorname{tr}M)^2-2\det M,$$

which here gives $\operatorname{tr}M^2=2s^2$. The matrix is linear in the field, $M=-\sum_kB_kM_k$, and the two minus signs cancel in the square:

$$s^2=\tfrac12\operatorname{Re}\operatorname{tr}M^2=\sum_{i,j}B_i\,G_{ij}\,B_j .$$

In the proof, `hV` and `hTV` transfer symmetry and oddness to the Zeeman operator, `h2` is the trace identity and `hM` the linearity. Taking real parts and expanding the sums gives the quadratic form, written `B ⬝ᵥ (splittingTensor T μ ψ *ᵥ B)`.

```lean
/-- For a symmetric time-odd magnetic moment, the squared Zeeman shift is the quadratic form
of the splitting tensor in the magnetic field. -/
theorem shift_sq_eq_field_form (hT : IsKramers T) {μ : Fin 3 → E →ₗ[ℂ] E}
    (hμ : ∀ k, (μ k).IsSymmetric) (hodd : ∀ k, IsTimeOdd T (μ k)) (B : Fin 3 → ℝ) (ψ : E) :
    shift T (zeeman μ B) ψ ^ 2 = B ⬝ᵥ (splittingTensor T μ ψ *ᵥ B) := by
  have hz : ∀ x, zeeman μ B x =
      -((B 0 : ℂ) • μ 0 x + (B 1 : ℂ) • μ 1 x + (B 2 : ℂ) • μ 2 x) := fun x => by
    simp [zeeman, Fin.sum_univ_three]
  have hi : ∀ x y, inner ℂ x (zeeman μ B y) = -((B 0 : ℂ) * inner ℂ x (μ 0 y)
      + (B 1 : ℂ) * inner ℂ x (μ 1 y) + (B 2 : ℂ) * inner ℂ x (μ 2 y)) := fun x y => by
    simp only [hz, inner_neg_right, inner_add_right, inner_smul_right]
  have hV : (zeeman μ B).IsSymmetric := by
    intro x y
    change inner ℂ (zeeman μ B x) y = inner ℂ x (zeeman μ B y)
    have h : ∀ k, inner ℂ (μ k x) y = inner ℂ x (μ k y) := fun k => hμ k x y
    rw [hi, hz]
    simp only [inner_neg_left, inner_add_left, inner_smul_left, Complex.conj_ofReal, h]
  have hTV : IsTimeOdd T (zeeman μ B) := by
    intro x
    have h : ∀ k, T (μ k x) = -μ k (T x) := fun k => hodd k x
    simp only [hz, map_neg, map_add, map_smulₛₗ, Complex.conj_ofReal, h]
    module
  obtain ⟨ht, hd⟩ := pairMatrix_trace_det hT hV hTV ψ
  -- a traceless 2×2 matrix satisfies tr M² = -2 det M
  have h2 : (pairMatrix T (zeeman μ B) ψ * pairMatrix T (zeeman μ B) ψ).trace
      = ((2 * shift T (zeeman μ B) ψ ^ 2 : ℝ) : ℂ) := by
    rw [Matrix.trace_fin_two] at ht
    rw [Matrix.det_fin_two] at hd
    rw [Matrix.trace_fin_two, Matrix.mul_apply, Matrix.mul_apply, Fin.sum_univ_two,
      Fin.sum_univ_two, Complex.ofReal_mul, Complex.ofReal_pow, Complex.ofReal_ofNat]
    linear_combination (pairMatrix T (zeeman μ B) ψ 0 0 + pairMatrix T (zeeman μ B) ψ 1 1) * ht
      - 2 * hd
  -- the matrix on the pair is linear in the field
  have hM : pairMatrix T (zeeman μ B) ψ = -∑ k, (B k : ℂ) • pairMatrix T (μ k) ψ := by
    ext i j
    fin_cases i <;> fin_cases j <;>
      simp [pairMatrix, hi, Fin.sum_univ_three]
  have h3 := congrArg Complex.re h2
  rw [Complex.ofReal_re, hM, neg_mul_neg] at h3
  simp only [Fin.sum_univ_three, add_mul, mul_add, Matrix.smul_mul, Matrix.mul_smul,
    Matrix.trace_add, Matrix.trace_smul, smul_eq_mul, Complex.add_re,
    Complex.re_ofReal_mul] at h3
  simp only [dotProduct, Matrix.mulVec, splittingTensor, Matrix.of_apply, Fin.sum_univ_three]
  linear_combination (-1 / 2 : ℝ) * h3
```

In electron paramagnetic resonance, an isolated doublet treated to first order is described by an effective spin one-half with a g-tensor, and $G$ carries the information that this tensor gives about the size of the splitting. An electronic-structure calculation can obtain $G$ from the moment matrices on one Kramers pair, within the same first-order, two-state model.

## Spin one-half as an example

A single spin one-half satisfies all the assumptions. Its time reversal acts on components numbered 0 and 1 by

$$T(x_0,x_1)=(-x_1^*,x_0^*).$$

```lean
/-- Time reversal of a spin one-half: `(a, b)` goes to `(-b*, a*)`. -/
def spinFlip : EuclideanSpace ℂ (Fin 2) →ₛₗ[starRingEnd ℂ] EuclideanSpace ℂ (Fin 2) where
  toFun x := WithLp.toLp 2 ![-conj (x.ofLp 1), conj (x.ofLp 0)]
  map_add' x y := by
    ext i
    fin_cases i <;> simp
    ring
  map_smul' c x := by
    ext i
    fin_cases i <;> simp
```

With the physical constants and the sign left out, the moments are the Pauli matrices, again numbered $k=0,1,2$ for $x,y,z$:

$$\sigma_0=\begin{pmatrix}0&1\\1&0\end{pmatrix},\quad
\sigma_1=\begin{pmatrix}0&-i\\i&0\end{pmatrix},\quad
\sigma_2=\begin{pmatrix}1&0\\0&-1\end{pmatrix}.$$

```lean
/-- The three Pauli matrices as operators on the spin one-half space. -/
def pauli (k : Fin 3) : EuclideanSpace ℂ (Fin 2) →ₗ[ℂ] EuclideanSpace ℂ (Fin 2) where
  toFun x := WithLp.toLp 2 ((![!![0, 1; 1, 0], !![0, -Complex.I; Complex.I, 0],
    !![1, 0; 0, -1]] k : Matrix (Fin 2) (Fin 2) ℂ) *ᵥ x.ofLp)
  map_add' x y := by
    ext i
    fin_cases i <;> simp [Matrix.mulVec, dotProduct, Fin.sum_univ_two] <;> ring
  map_smul' c x := by
    ext i
    fin_cases i <;> simp [Matrix.mulVec, dotProduct, Fin.sum_univ_two] <;> ring
```

Applying $T$ twice gives $(-x_0,-x_1)$, and

$$\langle Tx,Ty\rangle=x_1y_1^*+x_0y_0^*=\langle y,x\rangle .$$

The Pauli matrices are Hermitian, hence symmetric as operators. Oddness is checked on components:

$$\begin{aligned}
T\sigma_0x&=(-x_0^*,x_1^*)=-\sigma_0Tx,\\
T\sigma_1x&=(ix_0^*,ix_1^*)=-\sigma_1Tx,\\
T\sigma_2x&=(x_1^*,x_0^*)=-\sigma_2Tx .
\end{aligned}$$

The Lean proof makes the same comparison, component by component and matrix by matrix.

```lean
/-- The spin flip is a time reversal of Kramers type, and the three Pauli operators are
symmetric and time-odd. -/
theorem spin_half_witness : IsKramers spinFlip ∧
    ∀ k, (pauli k).IsSymmetric ∧ IsTimeOdd spinFlip (pauli k) := by
  refine ⟨⟨fun x y => ?_, fun x => ?_⟩, fun k => ⟨fun x y => ?_, fun x => ?_⟩⟩
  · simp [spinFlip, PiLp.inner_apply, Fin.sum_univ_two]
    ring
  · ext i
    fin_cases i <;> simp [spinFlip]
  · fin_cases k <;>
      simp [pauli, PiLp.inner_apply, dotProduct, Fin.sum_univ_two] <;> ring
  · ext i
    fin_cases k <;> fin_cases i <;>
      simp [pauli, spinFlip, dotProduct, Fin.sum_univ_two]

end

end KramersZeeman
```

For $\psi=(1,0)$ one has $T\psi=(0,1)$, so $M_k=\sigma_k$ and $G$ is the identity. The shift is then $s=|B|$, the same for every field direction; this evaluation is a supplement in ordinary algebra, since `spin_half_witness` concerns only the properties of $T$ and the moments.

```lean
#print axioms KramersZeeman.zeeman_splitting
#print axioms KramersZeeman.shift_eq_zero_iff
#print axioms KramersZeeman.shift_sq_eq_field_form
```

```
'KramersZeeman.zeeman_splitting' depends on axioms: [propext, Classical.choice, Quot.sound]
'KramersZeeman.shift_eq_zero_iff' depends on axioms: [propext, Classical.choice, Quot.sound]
'KramersZeeman.shift_sq_eq_field_form' depends on axioms: [propext, Classical.choice, Quot.sound]
```
